# Moments of order 0 to 2n−2 do not fix the energies of every n-level spectrum (n ≥ 1)

A Lanczos calculation of a local density of states with $n$ poles ends by computing one last diagonal coefficient, which costs one more application of the Hamiltonian $H$. In terms of the moments $\mu_k=\langle\phi|H^k|\phi\rangle$ of the starting state $\phi$, this step supplies the moment of order $2n-1$. If it is skipped, $2n-1$ moments are known, those of order 0 to $2n-2$, and there are $n$-level spectra with different energies that share all of them. For a finite, non-interacting tight-binding model this means that the last coefficient carries information about the pole positions that the earlier ones lack.

The stronger statement proved here starts from any $2n$ increasing energies $x_0<x_1<\dots<x_{2n-1}$. Positive normalised weights exist such that the alternate levels $x_0,x_2,\dots$ and the remaining levels $x_1,x_3,\dots$ have equal moments up to order $2n-2$ and different ones at order $2n-1$.

## Spectra as energies with weights

A spectrum is a pair of functions on `Fin n`, the energies `E` and the weights `w`, and `moment E w k` is $\sum_i w_iE_i^k$. For a Hermitian matrix, $w_i$ is the squared overlap of $\phi$ with the eigenspace of energy $E_i$. The moments are exact real numbers; noise, rounding and continuous spectra are not modelled.

```lean
import Mathlib

open Polynomial

namespace MomentCountingSharpness

noncomputable section

/-- The moment of order `k` of a discrete spectrum with energies `E` and weights `w`. -/
def moment {n : ℕ} (E w : Fin n → ℝ) (k : ℕ) : ℝ := ∑ i, w i * E i ^ k
```

Lean counts from zero, while the names of the two selections count from one. Thus `oddPart x` has entries $x_{2m}$ and `evenPart x` has entries $x_{2m+1}$, with $m=0,\dots,n-1$.

```lean
/-- The entries number 1, 3, 5, ... of a list of length `2n`, counted from one. -/
def oddPart {n : ℕ} (x : Fin (2 * n) → ℝ) (i : Fin n) : ℝ :=
  x ⟨2 * (i : ℕ), by have := i.2; omega⟩

/-- The entries number 2, 4, 6, ... of a list of length `2n`, counted from one. -/
def evenPart {n : ℕ} (x : Fin (2 * n) → ℝ) (i : Fin n) : ℝ :=
  x ⟨2 * (i : ℕ) + 1, by have := i.2; omega⟩
```

## Distinct levels

Distinctness, `Function.Injective x`, means that degenerate eigenvalues have been merged into one level. By hand it is needed to define, for $N$ levels,

$$d_i=\prod_{j\ne i}\frac{1}{x_i-x_j}.$$

```lean
/-- The divided-difference weight of level `i`: the product of the inverse signed distances
to all other levels. -/
def dividedWeight {N : ℕ} (x : Fin N → ℝ) (i : Fin N) : ℝ :=
  ∏ j ∈ Finset.univ.erase i, (x i - x j)⁻¹
```

The Lagrange polynomial $\ell_i(X)=\prod_{j\neq i}(X-x_j)/(x_i-x_j)$ has $d_i$ as its coefficient of $X^{N-1}$, because each of the $N-1$ factors contributes its linear coefficient. `coeff_basis` is this statement.

```lean
/-- The divided-difference weight is the coefficient of order `N - 1` of the Lagrange basis
polynomial of its level. -/
theorem coeff_basis {N : ℕ} (x : Fin N → ℝ) (i : Fin N) :
    (Lagrange.basis Finset.univ x i).coeff (N - 1) = dividedWeight x i := by
  have hc : (Finset.univ.erase i).card * 1 = N - 1 := by
    rw [mul_one, Finset.card_erase_of_mem (Finset.mem_univ i), Finset.card_univ,
      Fintype.card_fin]
  have h := Polynomial.coeff_prod_of_natDegree_le (Finset.univ.erase i)
    (fun j => Lagrange.basisDivisor (x i) (x j)) 1
    (fun j _ => (natDegree_C_mul_le _ _).trans (natDegree_X_sub_C_le _))
  rw [hc] at h
  refine h.trans (Finset.prod_congr rfl fun j _ => ?_)
  show (Lagrange.basisDivisor (x i) (x j)).coeff 1 = (x i - x j)⁻¹
  rw [Lagrange.basisDivisor, coeff_C_mul, coeff_sub, coeff_X_one,
    Polynomial.coeff_C_of_ne_zero one_ne_zero, sub_zero, mul_one]
```

For $k<N$, the polynomials $X^k$ and $\sum_i x_i^k\,\ell_i(X)$ have degree below $N$ and agree at $N$ distinct points, so they are equal. Comparing coefficients of $X^{N-1}$ gives

$$\sum_i d_i\,x_i^k=\begin{cases}0,&k<N-1\\1,&k=N-1.\end{cases}$$

The proof does the same: `Lagrange.eq_interpolate` gives the polynomial identity, using injectivity, and `congrArg` extracts the coefficient.

```lean
/-- For `N` distinct levels, the power sums with divided-difference weights vanish at all orders
below `N - 1` and equal one at order `N - 1`. -/
theorem sum_dividedWeight_pow {N : ℕ} {x : Fin N → ℝ} (hx : Function.Injective x)
    {k : ℕ} (hk : k < N) :
    ∑ i, dividedWeight x i * x i ^ k = if k + 1 = N then 1 else 0 := by
  have hd : (X ^ k : ℝ[X]).degree < (Finset.univ : Finset (Fin N)).card := by
    rw [degree_X_pow, Finset.card_univ, Fintype.card_fin]
    exact_mod_cast hk
  -- interpolate `X ^ k` exactly and compare the coefficients of order `N - 1`
  have h := congrArg (fun p : ℝ[X] => p.coeff (N - 1))
    (Lagrange.eq_interpolate (v := x) hx.injOn hd)
  simp only [Lagrange.interpolate_apply, Polynomial.finsetSum_coeff, coeff_C_mul, eval_pow, eval_X,
    coeff_X_pow, coeff_basis] at h
  calc ∑ i, dividedWeight x i * x i ^ k = ∑ i, x i ^ k * dividedWeight x i :=
        Finset.sum_congr rfl fun i _ => mul_comm _ _
    _ = if N - 1 = k then 1 else 0 := h.symm
    _ = if k + 1 = N then 1 else 0 := by
        split_ifs <;> first | rfl | omega
```

If two levels coincide, the identity fails. For $N=2$ and $x_0=x_1$, any weights with zero sum also have zero first moment, so the value 1 at order 1 is out of reach.

## Increasing order

`StrictMono x` says that the levels are listed from the bottom up, so that the two selected spectra interlace. By hand it fixes the signs. Level $i$ has $i$ levels below it, each giving a positive factor in $d_i$, and $N-1-i$ above it, each giving a negative one. Hence $(-1)^{N-1-i}d_i>0$. The proof splits the product over `Finset.Iio i` and `Finset.Ioi i` and gives each factor from above its own $-1$.

```lean
/-- For levels in increasing order, the sign of the divided-difference weight is fixed by the
parity of the number of levels lying above. -/
theorem dividedWeight_sign {N : ℕ} {x : Fin N → ℝ} (hx : StrictMono x) (i : Fin N) :
    0 < (-1 : ℝ) ^ (N - 1 - (i : ℕ)) * dividedWeight x i := by
  have hc : N - 1 - (i : ℕ) = (Finset.Ioi i).card := by
    have := Fin.card_Ioi i
    omega
  have hs : Finset.univ.erase i = Finset.Iio i ∪ Finset.Ioi i := by
    ext j
    simp only [Finset.mem_erase, Finset.mem_univ, and_true, Finset.mem_union,
      Finset.mem_Iio, Finset.mem_Ioi]
    exact ⟨fun h => lt_or_gt_of_ne h, fun h => h.elim (fun h => h.ne) (fun h => h.ne')⟩
  have hd : Disjoint (Finset.Iio i) (Finset.Ioi i) :=
    Finset.disjoint_left.2 fun j h1 h2 =>
      lt_asymm (Finset.mem_Iio.1 h1) (Finset.mem_Ioi.1 h2)
  -- each level above contributes one factor of minus one
  rw [hc, dividedWeight, hs, Finset.prod_union hd, mul_left_comm, ← Finset.prod_const,
    ← Finset.prod_mul_distrib]
  refine mul_pos (Finset.prod_pos fun j hj => ?_) (Finset.prod_pos fun j hj => ?_)
  · exact inv_pos.2 (sub_pos.2 (hx (Finset.mem_Iio.1 hj)))
  · have := inv_lt_zero.2 (sub_neg.2 (hx (Finset.mem_Ioi.1 hj)))
    linarith
```

For $N=2n$, this makes $d_{2m}$ negative and $d_{2m+1}$ positive. Set $a_m=-d_{2m}$ and $b_m=d_{2m+1}$, which are all positive. Splitting the sum over $2n$ levels into its two halves turns the identity for $d$ into

$$\sum_m b_m\,x_{2m+1}^k-\sum_m a_m\,x_{2m}^k=\begin{cases}0,&k<2n-1\\1,&k=2n-1.\end{cases}$$

`sum_odd_even` does the splitting, by induction on the number of pairs. `exists_weights_gap` then reads off the signs from the parity of the exponent and assembles the difference.

```lean
/-- A sum over `2n` levels is the sum over the entries selected by `oddPart` and `evenPart`. -/
theorem sum_odd_even {n : ℕ} (f : Fin (2 * n) → ℝ) :
    ∑ i, f i = ∑ i, (oddPart f i + evenPart f i) := by
  have key : ∀ (g : ℕ → ℝ) (m : ℕ), ∑ k ∈ Finset.range (2 * m), g k
      = ∑ k ∈ Finset.range m, (g (2 * k) + g (2 * k + 1)) := by
    intro g m
    induction m with
    | zero => simp
    | succ m ih =>
      rw [show 2 * (m + 1) = 2 * m + 1 + 1 by ring, Finset.sum_range_succ _ (2 * m + 1),
        Finset.sum_range_succ _ (2 * m), Finset.sum_range_succ _ m, ih]
      ring
  let g : ℕ → ℝ := fun k => if h : k < 2 * n then f ⟨k, h⟩ else 0
  have hg : ∀ (k : ℕ) (h : k < 2 * n), g k = f ⟨k, h⟩ := fun k h => dif_pos h
  calc ∑ i, f i = ∑ i : Fin (2 * n), g i :=
        Finset.sum_congr rfl fun i _ => (hg i i.2).symm
    _ = ∑ k ∈ Finset.range (2 * n), g k := Fin.sum_univ_eq_sum_range g (2 * n)
    _ = ∑ k ∈ Finset.range n, (g (2 * k) + g (2 * k + 1)) := key g n
    _ = ∑ i : Fin n, (g (2 * (i : ℕ)) + g (2 * (i : ℕ) + 1)) :=
        (Fin.sum_univ_eq_sum_range (fun k => g (2 * k) + g (2 * k + 1)) n).symm
    _ = ∑ i, (oddPart f i + evenPart f i) := Finset.sum_congr rfl fun i _ => by
        have := i.2
        rw [hg (2 * (i : ℕ)) (by omega), hg (2 * (i : ℕ) + 1) (by omega)]
        rfl

/-- For `2n` levels in increasing order, positive weights exist for which the moment of `evenPart x`
minus that of `oddPart x` is zero at every order below `2n - 1` and one at order `2n - 1`. -/
theorem exists_weights_gap {n : ℕ} {x : Fin (2 * n) → ℝ} (hx : StrictMono x) :
    ∃ a b : Fin n → ℝ, (∀ i, 0 < a i) ∧ (∀ i, 0 < b i) ∧ ∀ k < 2 * n,
      moment (evenPart x) b k - moment (oddPart x) a k = if k + 1 = 2 * n then 1 else 0 := by
  refine ⟨fun i => -oddPart (dividedWeight x) i, evenPart (dividedWeight x), ?_, ?_, ?_⟩
  · intro i
    have hi := i.2
    have h : 0 < (-1 : ℝ) ^ (2 * n - 1 - 2 * (i : ℕ)) * oddPart (dividedWeight x) i :=
      dividedWeight_sign hx ⟨2 * (i : ℕ), by omega⟩
    rw [Odd.neg_one_pow ⟨n - 1 - (i : ℕ), by omega⟩] at h
    linarith
  · intro i
    have hi := i.2
    have h : 0 < (-1 : ℝ) ^ (2 * n - 1 - (2 * (i : ℕ) + 1)) * evenPart (dividedWeight x) i :=
      dividedWeight_sign hx ⟨2 * (i : ℕ) + 1, by omega⟩
    rw [Even.neg_one_pow ⟨n - 1 - (i : ℕ), by omega⟩] at h
    linarith
  · intro k hk
    rw [← sum_dividedWeight_pow hx.injective hk, sum_odd_even]
    simp only [moment, oddPart, evenPart]
    rw [← Finset.sum_sub_distrib]
    exact Finset.sum_congr rfl fun i _ => by ring
```

Without the ordering the claim is false. The list $0,2,1,3$ would select the spectra $\{0,1\}$ and $\{2,3\}$. With positive normalised weights the first has mean at most 1 and the second at least 2, so even their first moments differ.

## At least one level

The hypothesis `0 < n` says that there is a spectrum at all. By hand it enters at normalisation. Order 0 lies below $2n-1$, so the last identity gives $\sum_m a_m=\sum_m b_m=S$, and $S>0$ because there is at least one positive term. Dividing all weights by $S$ normalises both spectra, preserves the equalities and leaves a gap of $1/S$ at order $2n-1$. In the proof, `hS` is the positivity of $S$, `hab` the equality of the two sums, and `hm` the scaling of moments.

```lean
/-- For `n ≥ 1` and any `2n` increasing energies, positive normalised weights exist such that the
levels `oddPart x` and `evenPart x` have equal moments of order 0 to `2n - 2`, while at order `2n -
1` the moment of `evenPart x` is larger. -/
theorem odd_even_moments_agree {n : ℕ} (hn : 0 < n) {x : Fin (2 * n) → ℝ}
    (hx : StrictMono x) :
    ∃ a b : Fin n → ℝ, (∀ i, 0 < a i) ∧ (∀ i, 0 < b i) ∧ ∑ i, a i = 1 ∧ ∑ i, b i = 1 ∧
      (∀ k ≤ 2 * n - 2, moment (oddPart x) a k = moment (evenPart x) b k) ∧
      moment (oddPart x) a (2 * n - 1) < moment (evenPart x) b (2 * n - 1) := by
  obtain ⟨a, b, ha, hb, gap⟩ := exists_weights_gap hx
  have hS : 0 < ∑ i, a i := Finset.sum_pos (fun i _ => ha i) ⟨⟨0, hn⟩, Finset.mem_univ _⟩
  -- the moments of order zero agree, so one constant normalises both spectra
  have hab : ∑ i, b i = ∑ i, a i := by
    have h0 := gap 0 (by omega)
    rw [if_neg (by omega)] at h0
    simp only [moment, pow_zero, mul_one] at h0
    linarith
  have hm : ∀ (E w : Fin n → ℝ) (k : ℕ),
      moment E (fun i => w i / ∑ j, a j) k = moment E w k / ∑ j, a j := by
    intro E w k
    unfold moment
    rw [Finset.sum_div]
    exact Finset.sum_congr rfl fun i _ => by ring
  refine ⟨fun i => a i / ∑ j, a j, fun i => b i / ∑ j, a j, fun i => div_pos (ha i) hS,
    fun i => div_pos (hb i) hS, ?_, ?_, ?_, ?_⟩
  · rw [← Finset.sum_div, div_self hS.ne']
  · rw [← Finset.sum_div, hab, div_self hS.ne']
  · intro k hk
    have h := gap k (by omega)
    rw [if_neg (by omega)] at h
    rw [hm, hm, sub_eq_zero.1 h]
  · have h := gap (2 * n - 1) (by omega)
    rw [if_pos (by omega)] at h
    rw [hm, hm]
    exact div_lt_div_of_pos_right (by linarith) hS
```

With $n=0$ the weights would sum to 0 and not to 1. With $n=1$ the theorem compares two single levels of weight 1, which agree at order 0 and differ in their mean.

Take $n=2$ and levels $0,1,2,3$. Then $d=(-\tfrac16,\tfrac12,-\tfrac12,\tfrac16)$ and $S=\tfrac23$. The normalised weights are $(\tfrac14,\tfrac34)$ on $\{0,2\}$ and $(\tfrac34,\tfrac14)$ on $\{1,3\}$.

| Order | Levels 0, 2 | Levels 1, 3 |
|---|---|---|
| 0 | 1 | 1 |
| 1 | 3/2 | 3/2 |
| 2 | 3 | 3 |
| 3 | 6 | 15/2 |

A Lanczos code run on these two spectra finds the same first diagonal coefficient, $\alpha_0=\tfrac32$, and the same squared off-diagonal coefficient, $\beta_1^2=3-\tfrac94=\tfrac34$. The runs part only at the last diagonal coefficient, $\alpha_1=\tfrac12$ for $\{0,2\}$ and $\alpha_1=\tfrac52$ for $\{1,3\}$. A code that stops after $\beta_1$ and fills in $\alpha_1$ by some convention is choosing the pole positions by that convention.

## Positive, normalised weights

In `no_reconstruction`, positivity and unit total weight restrict the spectra that a reconstruction rule `R` has to handle. Physically, $\phi$ is normalised and overlaps with every listed level. The rule may be any function from $2n-1$ real numbers to sets of reals, with no demand of continuity or computability, and it only has to return the energies. It may also be chosen with $n$ known.

By hand, apply such a rule to the two spectra above. It receives the same input, so it must return the same set. But $x_0$ belongs to the first set and not to the second, a contradiction. The proof takes the levels $0,1,\dots,2n-1$, uses `ha`, `hb`, `ha1` and `hb1` to show that both spectra are admissible, and ends with the parity clash $2j+1=0$.

```lean
/-- For `n ≥ 1`, no rule recovers the set of energies of every normalised `n`-level spectrum with
positive weights from its moments of order 0 to `2n - 2`. -/
theorem no_reconstruction {n : ℕ} (hn : 0 < n) :
    ¬ ∃ R : (Fin (2 * n - 1) → ℝ) → Set ℝ, ∀ E w : Fin n → ℝ, StrictMono E →
      (∀ i, 0 < w i) → ∑ i, w i = 1 → R (fun k => moment E w k) = Set.range E := by
  rintro ⟨R, hR⟩
  obtain ⟨x, hx⟩ : ∃ x : Fin (2 * n) → ℝ, StrictMono x :=
    ⟨fun i => ((i : ℕ) : ℝ), fun i j h => Nat.cast_lt.2 (Fin.lt_def.1 h)⟩
  obtain ⟨a, b, ha, hb, ha1, hb1, hm, -⟩ := odd_even_moments_agree hn hx
  have ho : StrictMono (oddPart x) := by
    intro i j h
    have h' : (i : ℕ) < j := h
    unfold oddPart
    apply hx
    show 2 * (i : ℕ) < 2 * (j : ℕ)
    omega
  have he : StrictMono (evenPart x) := by
    intro i j h
    have h' : (i : ℕ) < j := h
    unfold evenPart
    apply hx
    show 2 * (i : ℕ) + 1 < 2 * (j : ℕ) + 1
    omega
  have hk : (fun k : Fin (2 * n - 1) => moment (oddPart x) a k)
      = fun k : Fin (2 * n - 1) => moment (evenPart x) b k :=
    funext fun k => hm k (by have := k.2; omega)
  have r : Set.range (oddPart x) = Set.range (evenPart x) := by
    rw [← hR _ a ho ha ha1, ← hR _ b he hb hb1, hk]
  -- the lowest level would have to be an entry of `evenPart x`
  have h0 : oddPart x ⟨0, hn⟩ ∈ Set.range (evenPart x) := by
    rw [← r]
    exact ⟨_, rfl⟩
  obtain ⟨j, hj⟩ := h0
  have h2 : 2 * (j : ℕ) + 1 = 2 * 0 := congrArg Fin.val (hx.injective hj)
  omega
```

If zero weights were allowed, the result would be cheap for $n\ge2$: a level of zero weight is invisible to moments of every order. Here every level is visible and the energies still remain undetermined. The theorem excludes a rule that works for all $n$-level spectra; it doesn't exclude one for a narrower class, such as spectra with a known symmetry. That $2n$ moments do suffice is a classical fact which the file leaves unproved.

## Vanishing lower moments

The last theorem concerns signed weights $c_i$ on $N$ distinct levels. Its hypothesis `hc` says that their moments vanish at orders 0 to $N-2$, as they do for the difference of two spectra which those moments can't tell apart. Let $M=\sum_i c_i\,x_i^{N-1}$. The weights $c_i-Md_i$ then have vanishing moments at all orders 0 to $N-1$: below $N-1$ both parts vanish, and at $N-1$ the result is $M-M$. The Vandermonde matrix of distinct levels is invertible, so $c_i=Md_i$. The proof checks these two cases with `by_cases` and leaves the invertibility to `Matrix.eq_zero_of_forall_pow_sum_mul_pow_eq_zero`.

```lean
/-- Signed weights on `N` distinct levels whose moments of order 0 to `N - 2` all vanish are the
divided-difference weights times their moment of order `N - 1`. -/
theorem null_weights_unique {N : ℕ} {x : Fin N → ℝ} (hx : Function.Injective x)
    (c : Fin N → ℝ) (hc : ∀ k, k + 1 < N → moment x c k = 0) (i : Fin N) :
    c i = moment x c (N - 1) * dividedWeight x i := by
  have h0 := Matrix.eq_zero_of_forall_pow_sum_mul_pow_eq_zero (f := x)
    (v := fun j => c j - moment x c (N - 1) * dividedWeight x j) hx (by
      intro k
      have hk := k.2
      have e : ∑ j, (c j - moment x c (N - 1) * dividedWeight x j) * x j ^ (k : ℕ)
          = moment x c k - moment x c (N - 1) * ∑ j, dividedWeight x j * x j ^ (k : ℕ) := by
        rw [Finset.mul_sum]
        conv_rhs => rw [moment]
        rw [← Finset.sum_sub_distrib]
        exact Finset.sum_congr rfl fun j _ => by ring
      rw [e, sum_dividedWeight_pow hx hk]
      by_cases h : (k : ℕ) + 1 = N
      · rw [if_pos h, show (k : ℕ) = N - 1 by omega]
        ring
      · rw [if_neg h, hc k (by omega)]
        ring)
  have h1 : c i - moment x c (N - 1) * dividedWeight x i = 0 := congrFun h0 i
  linarith

end

end MomentCountingSharpness
```

Without `hc` the conclusion fails already for levels 0 and 1: the weights $(1,1)$ are no multiple of $d=(-1,1)$. With it, the difference of two spectra on a fixed set of levels is known up to a single scale. If the two spectra occupy alternate levels, as in `odd_even_moments_agree`, normalising them fixes that scale too.

```lean
#print axioms MomentCountingSharpness.no_reconstruction
#print axioms MomentCountingSharpness.null_weights_unique
```

```
'MomentCountingSharpness.no_reconstruction' depends on axioms: [propext, Classical.choice, Quot.sound]
'MomentCountingSharpness.null_weights_unique' depends on axioms: [propext, Classical.choice, Quot.sound]
```
